# Rounded equidistant positions minimize a convex pair energy of ions on a periodic row of sites

Two ions repel each other on a row of equivalent sites, and the pattern repeats every five sites. The gaps between neighbours are then either 2 and 3, or 1 and 4. Let $v(r)$ be the energy of two neighbouring ions at distance $r$, and suppose that $v$ is convex. Draw the straight line through the values of $v$ at 2 and 3. Convexity puts $v$ on or above this line at 1 and at 4:

$$v(1)\ge 2v(2)-v(3),\qquad v(4)\ge 2v(3)-v(2).$$

Adding the two gives $v(1)+v(4)\ge v(2)+v(3)$, so the more even pattern has the lower energy, or at worst the same. A line of this kind settles the question for any number of ions.

## From two gaps to any filling

Which ordering do ions adopt on a row of sites at a given filling? Take $n$ ions per period of $N$ sites, with positive integer gaps $h_i$ that sum to $N$. Convexity of $v$ on $r>0$ means physically that the force pushing two ions apart does not grow with their distance. Coulomb, screened Coulomb and dipolar $1/r^3$ repulsion all satisfy this.

Call gaps $g_i$ evenly spaced if any two differ by at most one, and let them also sum to $N$. With $m$ the smallest of them, each $g_i$ is $m$ or $m+1$. Moreover $m>0$: a zero gap would force all $g_i\le 1$, so their sum would be below $n$, while $N=\sum_i h_i\ge n$.

Write $D=v(m+1)-v(m)$ and define the chord $\ell_m(x)=v(m)+D\,(x-m)$. It meets $v$ at $m$ and $m+1$. For other positive integers $k$, use the fact that the slopes of a convex function increase:

- If $k<m$, then $\dfrac{v(m)-v(k)}{m-k}\le D$, so $v(k)\ge v(m)-D(m-k)=\ell_m(k)$.
- If $k>m+1$, then $D\le\dfrac{v(k)-v(m+1)}{k-m-1}$, so $v(k)\ge v(m+1)+D(k-m-1)=\ell_m(k)$.

A sum of chord values depends only on the number of gaps and their total, hence

$$\sum_i v(g_i)=\sum_i\ell_m(g_i)=n\,v(m)+D\,(N-nm)=\sum_i\ell_m(h_i)\le\sum_i v(h_i).$$

If $v$ is strictly convex, both slope inequalities are strict. Equality of the energies then forces every $h_i$ to be $m$ or $m+1$, so the $h_i$ are evenly spaced too. Conversely, two evenly spaced sequences with the same $n$ and $N$ each have energy no higher than the other.

## Farther neighbours are sensitive to the order of the gaps

Nearest neighbours alone do not distinguish the gap sequences 1, 1, 2, 2 and 1, 2, 1, 2. Their second-neighbour distances do: 2, 3, 4, 3 against 3, 3, 3, 3.

Let the ions sit at integer sites $x_0<x_1<\dots$ with $x_{i+n}=x_i+N$, and let $k$ now denote the neighbour order. The energy per period is

$$E_K(x)=\sum_{k=1}^{K}\sum_{i=0}^{n-1}v(x_{i+k}-x_i).$$

Put $S_k=\sum_{i=0}^{n-1}x_{i+k}$. Raising $k$ by one drops $x_k$ from the sum and adds $x_{n+k}=x_k+N$, so $S_{k+1}=S_k+N$ and $S_k-S_0=kN$. For each $k$, the distances to the $k$-th neighbour therefore have the same total in every arrangement.

Now choose $w_i=\lfloor iN/n\rfloor$. Then $w_{i+n}=w_i+N$, and $N\ge n$ makes the $w_i$ strictly increasing, so this is an arrangement of the same kind. Since $\lfloor a+b\rfloor$ equals $\lfloor a\rfloor+\lfloor b\rfloor$ or one more, $w_{i+k}-w_i$ is $\lfloor kN/n\rfloor$ or one more. These distances are evenly spaced for every $k$, so $w$ minimizes each neighbour order separately, and hence $E_K$.

When $n$ divides $N$, rounding does nothing: the ions are exactly equidistant, with gap $N/n$.

## Gaps, energies and the chord in Lean

The gaps are indexed by an arbitrary finite type `ι`, whose number of elements is $n$.

```lean
import Mathlib

open Finset

namespace EvenIonOrdering

variable {ι : Type*} [Fintype ι]
```

Gaps are natural numbers, while `v` is a function on all reals. Its values at zero and below are unrestricted.

```lean
/-- The energy of a sequence of integer gaps between neighbouring ions, with pair energy `v`. -/
def gapEnergy (v : ℝ → ℝ) (g : ι → ℕ) : ℝ := ∑ i, v (g i)
```

`EvenlySpaced` is weaker than the everyday phrase, since the gaps need not be equal. The one-sided inequality suffices because it is required for both orders of `i` and `j`.

```lean
/-- Gaps are evenly spaced when any two of them differ by at most one lattice site. -/
def EvenlySpaced (g : ι → ℕ) : Prop := ∀ i j, g i ≤ g j + 1
```

The next definition is $\ell_m$.

```lean
/-- The straight line through the values of `v` at the neighbouring distances `m` and `m + 1`. -/
def chord (v : ℝ → ℝ) (m : ℕ) (x : ℝ) : ℝ := v m + (v (m + 1) - v m) * (x - m)
```

The proof of `chord_le` splits on whether `k` is below, at or above `m`. Mathlib's `slope_mono_adjacent` supplies the slope inequality in the two outer cases. Clearing the denominator gives the bounds derived above, and $k=m+1$ is checked directly.

```lean
/-- For `m > 0`, a pair energy convex on the positive reals lies on or above its chord at every
positive integer distance. -/
theorem chord_le {v : ℝ → ℝ} (hv : ConvexOn ℝ (Set.Ioi 0) v) {m k : ℕ}
    (hm : 0 < m) (hk : 0 < k) : chord v m k ≤ v k := by
  have hm' : (m : ℝ) ∈ Set.Ioi (0 : ℝ) := Set.mem_Ioi.2 (Nat.cast_pos.2 hm)
  have hk' : (k : ℝ) ∈ Set.Ioi (0 : ℝ) := Set.mem_Ioi.2 (Nat.cast_pos.2 hk)
  have hm1 : (m : ℝ) + 1 ∈ Set.Ioi (0 : ℝ) := Set.mem_Ioi.2 (by positivity)
  have hlt : (m : ℝ) < m + 1 := lt_add_one _
  have e : (m : ℝ) + 1 - m = 1 := by ring
  unfold chord
  rcases lt_trichotomy k m with h | h | h
  · have h' : (k : ℝ) < m := by exact_mod_cast h
    have s := hv.slope_mono_adjacent hk' hm1 h' hlt
    rw [e, div_one, div_le_iff₀ (by linarith)] at s
    nlinarith [s]
  · simp [h]
  · rcases eq_or_lt_of_le (Nat.succ_le_of_lt h) with h1 | h1
    · have h2 : (k : ℝ) = m + 1 := by exact_mod_cast h1.symm
      rw [h2, e]
      linarith
    · have h2 : (m : ℝ) + 1 < k := by exact_mod_cast h1
      have s := hv.slope_mono_adjacent hm' hk' hlt h2
      rw [e, div_one, le_div_iff₀ (by linarith)] at s
      nlinarith [s]
```

The strict version excludes the two points where chord and energy meet.

```lean
/-- For `m > 0`, a pair energy strictly convex on the positive reals lies strictly above its chord
at every positive integer distance other than the two that define the chord. -/
theorem chord_lt {v : ℝ → ℝ} (hv : StrictConvexOn ℝ (Set.Ioi 0) v) {m k : ℕ}
    (hm : 0 < m) (hk : 0 < k) (h0 : k ≠ m) (h1 : k ≠ m + 1) : chord v m k < v k := by
  have hm' : (m : ℝ) ∈ Set.Ioi (0 : ℝ) := Set.mem_Ioi.2 (Nat.cast_pos.2 hm)
  have hk' : (k : ℝ) ∈ Set.Ioi (0 : ℝ) := Set.mem_Ioi.2 (Nat.cast_pos.2 hk)
  have hm1 : (m : ℝ) + 1 ∈ Set.Ioi (0 : ℝ) := Set.mem_Ioi.2 (by positivity)
  have hlt : (m : ℝ) < m + 1 := lt_add_one _
  have e : (m : ℝ) + 1 - m = 1 := by ring
  unfold chord
  rcases lt_or_gt_of_ne h0 with h | h
  · have h' : (k : ℝ) < m := by exact_mod_cast h
    have s := hv.slope_strict_mono_adjacent hk' hm1 h' hlt
    rw [e, div_one, div_lt_iff₀ (by linarith)] at s
    nlinarith [s]
  · have h2 : (m : ℝ) + 1 < k := by
      have h3 : m + 1 < k := by omega
      exact_mod_cast h3
    have s := hv.slope_strict_mono_adjacent hm' hk' hlt h2
    rw [e, div_one, lt_div_iff₀ (by linarith)] at s
    nlinarith [s]
```

## Minimality and the set of minimizers for nearest neighbours

Positivity of the even gaps is derived from that of the competitor `h`. As in the argument above, a zero gap would make the total of `g` too small.

```lean
/-- Evenly spaced gaps are all positive if some sequence of equally many positive gaps has
the same total length. -/
theorem EvenlySpaced.pos {g h : ι → ℕ} (he : EvenlySpaced g) (hh : ∀ i, 0 < h i)
    (hs : ∑ i, h i = ∑ i, g i) (i : ι) : 0 < g i := by
  by_contra h0
  have hlt : ∑ j, g j < ∑ j, h j :=
    Finset.sum_lt_sum (fun j _ => by have := he j i; have := hh j; omega)
      ⟨i, Finset.mem_univ i, by have := hh i; omega⟩
  omega
```

The following lemma picks an index `i₀` of the smallest gap, so that `g i₀` plays the role of $m$. The first step of its `calc` block replaces $v(g_i)$ by $\ell_m(g_i)$, and the second exchanges $g$ for $h$ using the equal totals.

```lean
/-- One or more evenly spaced gaps take only the smallest gap value and the next integer, and their
energy is the sum of chord values over any gap sequence with the same number of gaps and total
length. -/
theorem gapEnergy_eq_chord [Nonempty ι] (v : ℝ → ℝ) {g : ι → ℕ} (he : EvenlySpaced g) :
    ∃ i₀, (∀ i, g i = g i₀ ∨ g i = g i₀ + 1) ∧
      ∀ h : ι → ℕ, ∑ i, h i = ∑ i, g i → gapEnergy v g = ∑ i, chord v (g i₀) (h i) := by
  obtain ⟨i₀, hmin⟩ := Finite.exists_min g
  have hf : ∀ i, g i = g i₀ ∨ g i = g i₀ + 1 := fun i => by
    have := hmin i
    have := he i i₀
    omega
  refine ⟨i₀, hf, fun h hs => ?_⟩
  have hs' : ∑ i, (h i : ℝ) = ∑ i, (g i : ℝ) := by exact_mod_cast hs
  calc gapEnergy v g = ∑ i, chord v (g i₀) (g i) := by
        unfold gapEnergy
        refine Finset.sum_congr rfl fun i _ => ?_
        rcases hf i with h1 | h1 <;> simp [chord, h1]
    _ = ∑ i, chord v (g i₀) (h i) := by
        -- one linear function summed over equally many gaps sees only their total length
        simp only [chord, Finset.sum_add_distrib, ← Finset.mul_sum,
          Finset.sum_sub_distrib, hs']
```

The minimality theorem combines this identity with `chord_le`, term by term. Its hypothesis `hh` requires the competitor's gaps to be positive. Without it, $v(r)=1/r$ would be a counter-example, because Lean sets $1/0=0$ and the gaps 0, 2 would then beat 1, 1.

```lean
/-- For a pair energy convex on the positive reals, evenly spaced gaps have the lowest energy among
all positive integer gap sequences with the same number of gaps and the same total length. -/
theorem evenlySpaced_minimizes {v : ℝ → ℝ} (hv : ConvexOn ℝ (Set.Ioi 0) v) {g h : ι → ℕ}
    (he : EvenlySpaced g) (hh : ∀ i, 0 < h i) (hs : ∑ i, h i = ∑ i, g i) :
    gapEnergy v g ≤ gapEnergy v h := by
  rcases isEmpty_or_nonempty ι with hι | hι
  · simp [gapEnergy]
  · obtain ⟨i₀, -, hc⟩ := gapEnergy_eq_chord v he
    rw [hc h hs]
    unfold gapEnergy
    exact Finset.sum_le_sum fun i _ => chord_le hv (he.pos hh hs i₀) (hh i)
```

For strictly convex `v`, the minimizers are exactly the evenly spaced sequences. In the forward direction, `key` shows that a single gap off the two chord points would make the energy strictly larger. The reverse direction applies minimality twice.

```lean
/-- For a pair energy strictly convex on the positive reals, a positive gap sequence has the same
energy as an evenly spaced one of equal number and total length exactly when it is evenly spaced. -/
theorem energy_eq_iff_evenlySpaced {v : ℝ → ℝ} (hv : StrictConvexOn ℝ (Set.Ioi 0) v)
    {g h : ι → ℕ} (he : EvenlySpaced g) (hh : ∀ i, 0 < h i) (hs : ∑ i, h i = ∑ i, g i) :
    gapEnergy v h = gapEnergy v g ↔ EvenlySpaced h := by
  constructor
  · intro E i j
    have : Nonempty ι := ⟨i⟩
    obtain ⟨i₀, -, hc⟩ := gapEnergy_eq_chord v he
    have hm := he.pos hh hs i₀
    -- a gap off the two chord points would cost energy
    have key : ∀ k, h k = g i₀ ∨ h k = g i₀ + 1 := by
      intro k
      by_contra hk
      obtain ⟨h0, h1⟩ := not_or.1 hk
      have hlt : gapEnergy v g < gapEnergy v h := by
        rw [hc h hs]
        unfold gapEnergy
        exact Finset.sum_lt_sum (fun l _ => chord_le hv.convexOn hm (hh l))
          ⟨k, Finset.mem_univ k, chord_lt hv hm (hh k) h0 h1⟩
      exact hlt.ne' E
    have := key i
    have := key j
    omega
  · intro h'
    exact le_antisymm (evenlySpaced_minimizes hv.convexOn h' (he.pos hh hs) hs.symm)
      (evenlySpaced_minimizes hv.convexOn he hh hs)
```

## Periodic arrangements and the rounded positions

An arrangement lists the sites of successive ions. Strict monotonicity excludes double occupancy.

```lean
/-- Ions at strictly increasing lattice sites `x i`, repeating after `n` ions and `N` sites. -/
def IsArrangement (n N : ℕ) (x : ℕ → ℕ) : Prop :=
  StrictMono x ∧ ∀ i, x (i + n) = x i + N
```

In `latticeEnergy` the index `k` starts at zero, so `k + 1` is the neighbour order, and each pair is counted once per period. The number `K` limits the neighbour order and is not a cut-off distance. It may be `n` or larger, in which case ions also interact with their own periodic images.

```lean
/-- The energy per period of `n` ions, each interacting with its next `K` neighbours. -/
def latticeEnergy (v : ℝ → ℝ) (n K : ℕ) (x : ℕ → ℕ) : ℝ :=
  ∑ k ∈ range K, ∑ i ∈ range n, v ((x (i + (k + 1)) : ℝ) - x i)
```

Division of natural numbers rounds down, so this definition is $w_i$. The term Wigner lattice usually refers to a crystal of electrons in a continuum; here it names a formula for classical ions on given sites.

```lean
/-- Ion `i` sits at the ideal position `i N / n` rounded down to a lattice site, for `n > 0`. -/
def wignerLattice (n N : ℕ) (i : ℕ) : ℕ := i * N / n
```

The statement $S_k-S_0=kN$ is proved by induction on `k`. The two sums `a` and `b` split off the last and the first term of the same range, which is the exchange of $x_k$ for $x_{n+k}$.

```lean
/-- In a periodic arrangement the distances to the `k`-th neighbour, summed over one period,
give `k` times the period length. -/
theorem sum_distance {n N : ℕ} {x : ℕ → ℕ} (hx : IsArrangement n N x) (k : ℕ) :
    ∑ i : Fin n, (x ((i : ℕ) + k) - x (i : ℕ)) = k * N := by
  have shift : ∑ i ∈ range n, x (i + k) = k * N + ∑ i ∈ range n, x i := by
    induction k with
    | zero => simp
    | succ k ih =>
      have a := Finset.sum_range_succ (fun i => x (i + k)) n
      have b := Finset.sum_range_succ' (fun i => x (i + k)) n
      have c : ∑ i ∈ range n, x (i + 1 + k) = ∑ i ∈ range n, x (i + (k + 1)) :=
        Finset.sum_congr rfl fun i _ => by rw [add_assoc, add_comm 1 k]
      have d : x (n + k) = x k + N := by rw [add_comm n k, hx.2 k]
      simp only [zero_add] at a b
      rw [add_mul, one_mul]
      omega
  rw [← Finset.sum_range (fun i => x (i + k) - x i)]
  have split : ∑ i ∈ range n, (x (i + k) - x i) + ∑ i ∈ range n, x i
      = ∑ i ∈ range n, x (i + k) := by
    rw [← Finset.sum_add_distrib]
    exact Finset.sum_congr rfl fun i _ =>
      Nat.sub_add_cancel (hx.1.monotone (Nat.le_add_right _ _))
  exact Nat.add_right_cancel (split.trans shift)
```

The rounded positions are strictly increasing because $N\ge n$ raises $iN/n$ by at least one per ion.

```lean
/-- With at least one ion and at least as many sites as ions per period, the rounded positions
form a periodic arrangement without double occupancy. -/
theorem wignerLattice_isArrangement {n N : ℕ} (hn : 0 < n) (hN : n ≤ N) :
    IsArrangement n N (wignerLattice n N) := by
  constructor
  · refine strictMono_nat_of_lt_succ fun i => ?_
    unfold wignerLattice
    have h1 : (i * N + n) / n = i * N / n + 1 := Nat.add_div_right _ hn
    have h2 : (i * N + n) / n ≤ (i + 1) * N / n :=
      Nat.div_le_div_right (by rw [add_mul, one_mul]; omega)
    omega
  · intro i
    unfold wignerLattice
    rw [add_mul, mul_comm n N, Nat.add_mul_div_right _ _ hn]
```

The final theorem needs no separate assumption $n\le N$, since the existence of any arrangement `x` implies it. Within the proof, `bond` rewrites the energy of one neighbour order as a `gapEnergy`, `key` is the rounding rule for sums, and `he` concludes that the distances are evenly spaced. The nearest-neighbour theorem then applies to each order, with the equal totals taken from `sum_distance`.

```lean
/-- For a pair energy convex on the positive reals and `n > 0` ions per period, the rounded
positions minimize the energy with any number `K` of neighbours among all periodic arrangements with
the same `n` and the same period `N`. -/
theorem wignerLattice_minimizes {v : ℝ → ℝ} (hv : ConvexOn ℝ (Set.Ioi 0) v) {n N : ℕ}
    (hn : 0 < n) {x : ℕ → ℕ} (hx : IsArrangement n N x) (K : ℕ) :
    latticeEnergy v n K (wignerLattice n N) ≤ latticeEnergy v n K x := by
  have hgrow : ∀ i, x 0 + i ≤ x i := by
    intro i
    induction i with
    | zero => simp
    | succ i ih =>
      have hstep : x i < x (i + 1) := hx.1 (Nat.lt_succ_self i)
      omega
  have hN : n ≤ N := by
    have h1 := hgrow n
    have h2 := hx.2 0
    rw [zero_add] at h2
    omega
  have hw := wignerLattice_isArrangement hn hN
  unfold latticeEnergy
  refine Finset.sum_le_sum fun k _ => ?_
  have bond : ∀ y : ℕ → ℕ, Monotone y →
      ∑ i ∈ range n, v ((y (i + (k + 1)) : ℝ) - y i)
        = gapEnergy v (fun i : Fin n => y ((i : ℕ) + (k + 1)) - y (i : ℕ)) := by
    intro y hy
    rw [Finset.sum_range]
    simp only [gapEnergy]
    refine Finset.sum_congr rfl fun i _ => ?_
    rw [Nat.cast_sub (hy (Nat.le_add_right _ _))]
  -- rounding makes each neighbour distance one of two consecutive integers
  have key : ∀ a, wignerLattice n N (a + (k + 1)) = wignerLattice n N a + (k + 1) * N / n ∨
      wignerLattice n N (a + (k + 1)) = wignerLattice n N a + (k + 1) * N / n + 1 := by
    intro a
    unfold wignerLattice
    rw [add_mul a (k + 1) N, Nat.add_div hn]
    split_ifs
    · exact Or.inr rfl
    · exact Or.inl rfl
  have he : EvenlySpaced (fun i : Fin n =>
      wignerLattice n N ((i : ℕ) + (k + 1)) - wignerLattice n N (i : ℕ)) := by
    intro i j
    have h1 := key i
    have h2 := key j
    dsimp only
    generalize (k + 1) * N / n = q at h1 h2
    omega
  rw [bond _ hw.1.monotone, bond _ hx.1.monotone]
  exact evenlySpaced_minimizes hv he
    (fun i => Nat.sub_pos_of_lt (hx.1 (by omega)))
    ((sum_distance hx (k + 1)).trans (sum_distance hw (k + 1)).symm)

end EvenIonOrdering
```

The comparison is between arrangements with the same `n` and `N`, and the full set of minimizers is characterized only for the nearest-neighbour energy with strictly convex `v`. The step to a real material is the assumption that its energy is a sum of one pair function of the distance along the row. Site disorder, lattice relaxation and coupling to other rows can each break it.

For a single row with convex pair repulsion, $\lfloor iN/n\rfloor$ gives a lowest-energy ordering at any filling, which can serve as a reference for a lattice Monte Carlo simulation of the same model or as a starting structure for a supercell calculation.

```lean
#print axioms EvenIonOrdering.energy_eq_iff_evenlySpaced
-- 'EvenIonOrdering.energy_eq_iff_evenlySpaced' depends on axioms: [propext, Classical.choice, Quot.sound]
#print axioms EvenIonOrdering.wignerLattice_minimizes
-- 'EvenIonOrdering.wignerLattice_minimizes' depends on axioms: [propext, Classical.choice, Quot.sound]
```
